# Occupations between 0 and 1: the Dudarev energy bounds the distance to a commuting projector

Q: After a DFT+U run I take the occupation matrix \(n\) of one site and one spin channel, see that its Dudarev energy \(E=\tfrac U2\operatorname{Tr}(n-n^2)\) is small, and assign an integer configuration. Here \(U>0\) is the effective on-site interaction that penalises fractional filling. A small trace is one number. Why should it control the matrix?

A: It does when \(0\le n\le 1\). Write \(n=W\operatorname{diag}(\lambda)W^\dagger\) with unitary \(W\) (natural orbitals) and occupations \(\lambda_i\in[0,1]\). Let \(r_i=1\) if \(\lambda_i\ge\tfrac12\) and \(r_i=0\) otherwise, and put \(P=W\operatorname{diag}(r)W^\dagger\). Then \(P^\dagger=P\), \(P^2=P\) since \(r_i^2=r_i\), \(Pn=nP\), and
\[\operatorname{Tr}(n-P)^2=\sum_i(\lambda_i-r_i)^2,\qquad \operatorname{Tr}(n-n^2)=\sum_i(\lambda_i-\lambda_i^2).\]
Term by term, \((\lambda_i-\lambda_i^2)-(\lambda_i-r_i)^2\) equals \((1-\lambda_i)(2\lambda_i-1)\) for \(r_i=1\) and \(\lambda_i(1-2\lambda_i)\) for \(r_i=0\). Both are nonnegative, so \(\operatorname{Tr}(n-P)^2\le\operatorname{Tr}(n-n^2)\), and \(E\le\varepsilon\) gives \(\operatorname{Tr}(n-P)^2\le 2\varepsilon/U\).

Q: What stands for these objects in Lean? Taking real parts looks like a way to lose information.

A: The orbitals are labelled by a finite type `ι`, matrices are complex, and `IsProjector` means Hermitian and idempotent. For Hermitian arguments both traces are real, and `distSq A B` is then the squared Frobenius distance \(\sum_{jk}|A_{jk}-B_{jk}|^2\), so `.re` only turns the type into ℝ.

```lean
import Mathlib

open Matrix
open scoped ComplexOrder

namespace DudarevPurification

noncomputable section

variable {ι : Type*} [Fintype ι] [DecidableEq ι]

/-- A projector: a Hermitian idempotent matrix. -/
def IsProjector (P : Matrix ι ι ℂ) : Prop := P.IsHermitian ∧ P * P = P

/-- The real part of `Tr((A - B)²)`. -/
def distSq (A B : Matrix ι ι ℂ) : ℝ := (trace ((A - B) * (A - B))).re

/-- The real part of `Tr(n - n²)` for an occupation matrix `n`. -/
def fractionality (n : Matrix ι ι ℂ) : ℝ := (trace (n - n * n)).re

/-- The Dudarev energy `(U/2) Tr(n - n²)`. -/
def dudarev (U : ℝ) (n : Matrix ι ι ℂ) : ℝ := U / 2 * fractionality n
```

`spec W f` is \(W\operatorname{diag}(f)W^\dagger\) for real \(f\), `roundOcc` sends the tie \(\tfrac12\) up to 1, `purified` is the \(P\) above, and `halfFilled` is \(\tfrac12\mathbb 1\).

```lean
/-- The matrix `W diag(f) W†` with natural orbitals `W` and real occupations `f`. -/
def spec (W : unitaryGroup ι ℂ) (f : ι → ℝ) : Matrix ι ι ℂ :=
  W.1 * diagonal (fun i => (f i : ℂ)) * W.1ᴴ

/-- An occupation rounded to `1` from one half upwards and to `0` below. -/
def roundOcc (x : ℝ) : ℝ := if 1 / 2 ≤ x then 1 else 0

/-- The purified matrix: the natural orbitals of `n` with rounded occupations. -/
def purified {n : Matrix ι ι ℂ} (hn : n.IsHermitian) : Matrix ι ι ℂ :=
  spec hn.eigenvectorUnitary (fun i => roundOcc (hn.eigenvalues i))

/-- The half-filled occupation matrix, one half of the identity. -/
def halfFilled (ι : Type*) [DecidableEq ι] : Matrix ι ι ℂ := (1 / 2 : ℂ) • 1
```

Q: Where is "work in the eigenbasis" justified?

A: In four lemmas. `spec_algebra` cancels \(W^\dagger W=\mathbb 1\) in the middle of a product, so products and differences act on the \(f_i\). `trace_spec` uses cyclicity to get \(\operatorname{Re}\operatorname{Tr}(W\operatorname{diag}(f)W^\dagger Q)=\sum_i f_i\operatorname{Re}(W^\dagger QW)_{ii}\) for any matrix \(Q\), and \(\sum_i f_i\) for \(Q=\mathbb 1\). `occupation_nonneg` conjugates a positive semidefinite `spec W f` back to \(\operatorname{diag}(f)\) and reads off \(f_i\ge0\). `eq_spec` is the spectral theorem.

```lean
/-- For fixed natural orbitals, products and differences act occupation by occupation, the
matrices are Hermitian, and unit occupations give the identity. -/
theorem spec_algebra (W : unitaryGroup ι ℂ) (f g : ι → ℝ) :
    spec W f * spec W g = spec W (fun i => f i * g i) ∧
    spec W f - spec W g = spec W (fun i => f i - g i) ∧
    (spec W f).IsHermitian ∧ spec W (fun _ => 1) = 1 := by
  have h1 : W.1ᴴ * W.1 = 1 := mem_unitaryGroup_iff'.1 W.2
  have h2 : W.1 * W.1ᴴ = 1 := mem_unitaryGroup_iff.1 W.2
  refine ⟨?_, ?_, ?_, by simp [spec, h2]⟩
  · have hD : diagonal (fun i => ((f i * g i : ℝ) : ℂ))
        = diagonal (fun i => (f i : ℂ)) * diagonal (fun i => (g i : ℂ)) := by
      simp [diagonal_mul_diagonal]
    simp only [spec, hD, Matrix.mul_assoc]
    rw [← Matrix.mul_assoc W.1ᴴ W.1, h1, Matrix.one_mul]
  · have hD : diagonal (fun i => ((f i - g i : ℝ) : ℂ))
        = diagonal (fun i => (f i : ℂ)) - diagonal (fun i => (g i : ℂ)) := by
      simp [diagonal_sub]
    simp only [spec, hD, Matrix.mul_sub, Matrix.sub_mul]
  · have hD : (diagonal (fun i => (f i : ℂ)))ᴴ = diagonal (fun i => (f i : ℂ)) := by
      rw [diagonal_conjTranspose]
      congr 1
      funext i
      simp
    show (spec W f)ᴴ = spec W f
    simp only [spec, conjTranspose_mul, conjTranspose_conjTranspose, hD, Matrix.mul_assoc]

/-- `Re Tr(W diag(f) W† Q)` is the occupation-weighted sum of the real parts of the diagonal
elements of `Q` in the natural orbitals, and `Re Tr(W diag(f) W†)` is the sum of occupations. -/
theorem trace_spec (W : unitaryGroup ι ℂ) (f : ι → ℝ) (Q : Matrix ι ι ℂ) :
    (trace (spec W f * Q)).re = ∑ i, f i * ((W.1ᴴ * Q * W.1) i i).re ∧
    (trace (spec W f)).re = ∑ i, f i := by
  have h1 : W.1ᴴ * W.1 = 1 := mem_unitaryGroup_iff'.1 W.2
  have key : ∀ R : Matrix ι ι ℂ,
      (trace (spec W f * R)).re = ∑ i, f i * ((W.1ᴴ * R * W.1) i i).re := by
    intro R
    -- cyclicity of the trace
    have e : trace (spec W f * R)
        = trace (diagonal (fun i => (f i : ℂ)) * (W.1ᴴ * R * W.1)) := by
      simp only [spec, Matrix.mul_assoc]
      rw [trace_mul_comm W.1]
      simp only [Matrix.mul_assoc]
    rw [e]
    simp only [trace, diag_apply, diagonal_mul, Complex.re_sum, Complex.re_ofReal_mul]
  exact ⟨key Q, by simpa [h1] using key 1⟩

/-- If `W diag(f) W†` is positive semidefinite, every occupation is nonnegative. -/
theorem occupation_nonneg (W : unitaryGroup ι ℂ) (f : ι → ℝ) (h : (spec W f).PosSemidef)
    (i : ι) : 0 ≤ f i := by
  have h1 : W.1ᴴ * W.1 = 1 := mem_unitaryGroup_iff'.1 W.2
  have e : W.1ᴴ * spec W f * W.1 = diagonal (fun i => (f i : ℂ)) := by
    simp only [spec, Matrix.mul_assoc]
    rw [h1, Matrix.mul_one, ← Matrix.mul_assoc, h1, Matrix.one_mul]
  have hd := h.conjTranspose_mul_mul_same W.1
  rw [e] at hd
  exact Complex.zero_le_real.1 (posSemidef_diagonal_iff.1 hd i)

/-- A Hermitian matrix is built from its natural orbitals and natural occupations. -/
theorem eq_spec {n : Matrix ι ι ℂ} (hn : n.IsHermitian) :
    n = spec hn.eigenvectorUnitary hn.eigenvalues := by
  have h := hn.spectral_theorem
  exact h
```

The next two theorems, like the two after them, prove an inner `key` for arbitrary \(W\) and occupations `l`, then substitute the eigendata of \(n\). They give the projector property, the commutation and the sum of squared rounding errors.

```lean
/-- The purified matrix is a projector and commutes with `n`. -/
theorem purified_isProjector {n : Matrix ι ι ℂ} (hn : n.IsHermitian) :
    IsProjector (purified hn) ∧ purified hn * n = n * purified hn := by
  have key : ∀ (W : unitaryGroup ι ℂ) (l : ι → ℝ),
      IsProjector (spec W fun i => roundOcc (l i)) ∧
      spec W (fun i => roundOcc (l i)) * spec W l
        = spec W l * spec W (fun i => roundOcc (l i)) := by
    intro W l
    refine ⟨⟨(spec_algebra W _ l).2.2.1, ?_⟩, ?_⟩
    · rw [(spec_algebra W _ _).1]
      congr 1
      funext i
      simp only [roundOcc]
      split_ifs <;> norm_num
    · rw [(spec_algebra W _ _).1, (spec_algebra W _ _).1]
      congr 1
      funext i
      exact mul_comm _ _
  have h := key hn.eigenvectorUnitary hn.eigenvalues
  rw [← eq_spec hn] at h
  exact h

/-- `Tr((n - P)²)` for the purified matrix is the sum of squared rounding errors of the
natural occupations. -/
theorem distSq_purified {n : Matrix ι ι ℂ} (hn : n.IsHermitian) :
    distSq n (purified hn) = ∑ i, (hn.eigenvalues i - roundOcc (hn.eigenvalues i)) ^ 2 := by
  have key : ∀ (W : unitaryGroup ι ℂ) (l : ι → ℝ),
      distSq (spec W l) (spec W fun i => roundOcc (l i)) = ∑ i, (l i - roundOcc (l i)) ^ 2 := by
    intro W l
    unfold distSq
    rw [(spec_algebra W _ _).2.1, (spec_algebra W _ _).1, (trace_spec W _ 1).2]
    simp only [sq]
  have h := key hn.eigenvectorUnitary hn.eigenvalues
  rw [← eq_spec hn] at h
  exact h
```

Q: Rounding eigenvalues is one choice. A projector with other orbitals might lie closer.

A: None does, for any Hermitian \(n\), with no positivity assumed. For a projector \(Q\) set \(q_i=\operatorname{Re}(W^\dagger QW)_{ii}\). Since \(Q=Q^\dagger Q\) and \(\mathbb 1-Q=(\mathbb 1-Q)^\dagger(\mathbb 1-Q)\) are positive semidefinite (`p0`, `p1`), \(q_i\in[0,1]\). Expanding with \(Q^2=Q\),
\[\operatorname{Tr}(n-Q)^2=\operatorname{Tr}n^2-2\operatorname{Tr}(nQ)+\operatorname{Tr}Q=\sum_i(\lambda_i^2-2\lambda_iq_i+q_i).\]
Subtracting \((\lambda_i-r_i)^2\) leaves \((2\lambda_i-1)(1-q_i)\) or \((1-2\lambda_i)q_i\), the products handed to `nlinarith` in the two branches of `split_ifs`. Uniqueness of the nearest projector is not claimed.

```lean
/-- For Hermitian `n`, no projector `Q` has smaller `Tr((n - Q)²)` than the purified matrix. -/
theorem purified_nearest {n Q : Matrix ι ι ℂ} (hn : n.IsHermitian) (hQ : IsProjector Q) :
    distSq n (purified hn) ≤ distSq n Q := by
  have p0 : Q.PosSemidef := by
    have h := posSemidef_conjTranspose_mul_self Q
    rwa [hQ.1.eq, hQ.2] at h
  have p1 : (1 - Q).PosSemidef := by
    have e : (1 - Q) * (1 - Q) = 1 - Q - Q + Q * Q := by noncomm_ring
    have h := posSemidef_conjTranspose_mul_self (1 - Q)
    rwa [conjTranspose_sub, conjTranspose_one, hQ.1.eq, e, hQ.2, sub_add_cancel] at h
  have key : ∀ (W : unitaryGroup ι ℂ) (l : ι → ℝ),
      ∑ i, (l i - roundOcc (l i)) ^ 2 ≤ distSq (spec W l) Q := by
    intro W l
    have h1 : W.1ᴴ * W.1 = 1 := mem_unitaryGroup_iff'.1 W.2
    have hd : ∀ R : Matrix ι ι ℂ, R.PosSemidef → ∀ i, 0 ≤ ((W.1ᴴ * R * W.1) i i).re :=
      fun R hR i => (Complex.le_def.1 (hR.conjTranspose_mul_mul_same W.1).diag_nonneg).1
    have e : (spec W l - Q) * (spec W l - Q)
        = spec W l * spec W l - spec W l * Q - Q * spec W l + spec W (fun _ => 1) * Q := by
      rw [(spec_algebra W l l).2.2.2, one_mul, sub_mul, mul_sub, mul_sub, hQ.2]
      abel
    unfold distSq
    rw [e, trace_add, trace_sub, trace_sub, trace_mul_comm Q, (spec_algebra W l l).1]
    simp only [Complex.add_re, Complex.sub_re]
    rw [(trace_spec W (fun i => l i * l i) Q).2, (trace_spec W l Q).1,
      (trace_spec W (fun _ => 1) Q).1]
    simp only [← Finset.sum_sub_distrib, ← Finset.sum_add_distrib]
    refine Finset.sum_le_sum fun i _ => ?_
    -- the diagonal elements of Q in the natural orbitals lie in [0, 1]
    have a := hd _ p0 i
    have b := hd _ p1 i
    rw [Matrix.mul_sub, Matrix.sub_mul, Matrix.mul_one, h1] at b
    simp only [Matrix.sub_apply, one_apply_eq, Complex.sub_re, Complex.one_re] at b
    simp only [roundOcc]
    split_ifs with h
    · nlinarith [mul_nonneg (show 0 ≤ 2 * l i - 1 by linarith) b]
    · nlinarith [mul_nonneg (show 0 ≤ 1 - 2 * l i by linarith [not_le.1 h]) a]
  have h := key hn.eigenvectorUnitary hn.eigenvalues
  rw [← eq_spec hn] at h
  rw [distSq_purified]
  exact h
```

The main bound has the same two products with \(\lambda_i\) in place of \(q_i\); `occupation_nonneg`, applied to \(n\) and to \(\mathbb 1-n\), supplies \(0\le\lambda_i\le1\).

```lean
/-- If `n` and `1 - n` are positive semidefinite, the purified matrix `P` obeys
`Tr((n - P)²) ≤ Tr(n - n²)`. -/
theorem distSq_purified_le {n : Matrix ι ι ℂ} (h0 : n.PosSemidef) (h1 : (1 - n).PosSemidef) :
    distSq n (purified h0.1) ≤ fractionality n := by
  have key : ∀ (W : unitaryGroup ι ℂ) (l : ι → ℝ), (spec W l).PosSemidef →
      (1 - spec W l).PosSemidef →
      ∑ i, (l i - roundOcc (l i)) ^ 2 ≤ fractionality (spec W l) := by
    intro W l p0 p1
    rw [← (spec_algebra W l l).2.2.2, (spec_algebra W _ _).2.1] at p1
    unfold fractionality
    rw [(spec_algebra W l l).1, (spec_algebra W _ _).2.1, (trace_spec W _ 1).2]
    refine Finset.sum_le_sum fun i _ => ?_
    -- each occupation lies in [0, 1]
    have a : 0 ≤ l i := occupation_nonneg W _ p0 i
    have b : 0 ≤ 1 - l i := occupation_nonneg W _ p1 i
    simp only [roundOcc]
    split_ifs with h
    · nlinarith [mul_nonneg (show 0 ≤ 2 * l i - 1 by linarith) b]
    · nlinarith [mul_nonneg (show 0 ≤ 1 - 2 * l i by linarith [not_le.1 h]) a]
  have h := key h0.1.eigenvectorUnitary h0.1.eigenvalues
  rw [← eq_spec h0.1] at h
  rw [distSq_purified]
  exact h h0 h1
```

Q: Read me the final statement, and tell me what is assumed.

A: If `n.PosSemidef` and `(1 - n).PosSemidef`, there is a projector \(P\) commuting with \(n\) such that `distSq n P ≤ fractionality n`, and for that one \(P\), every \(U>0\) and every real \(\varepsilon\) with `dudarev U n ≤ ε` give `distSq n P ≤ 2 * ε / U`. The last step multiplies the first bound by \(U\). `PosSemidef` includes hermiticity. The two hypotheses express the exclusion principle for one spin channel projected on orthonormal local orbitals, and they are assumed, not derived from a density matrix. With non-orthonormal projector functions an eigenvalue can exceed 1, where \(\lambda-\lambda^2\) is negative (\(-0.24\) at \(\lambda=1.2\)) and can offset positive terms. In DFT+U practice the theorem supports the integer reading of one finite occupation matrix with a single parameter \(U\); it says nothing on whether self-consistency makes \(E\) small.

```lean
/-- If `n` and `1 - n` are positive semidefinite, some projector `P` commuting with `n` has
`Tr((n - P)²) ≤ Tr(n - n²)`, and for `U > 0` a Dudarev energy at most `ε` gives
`Tr((n - P)²) ≤ 2ε/U`. -/
theorem exists_projector_near {n : Matrix ι ι ℂ} (h0 : n.PosSemidef)
    (h1 : (1 - n).PosSemidef) :
    ∃ P, IsProjector P ∧ P * n = n * P ∧ distSq n P ≤ fractionality n ∧
      ∀ U ε : ℝ, 0 < U → dudarev U n ≤ ε → distSq n P ≤ 2 * ε / U := by
  have h := distSq_purified_le h0 h1
  refine ⟨purified h0.1, (purified_isProjector _).1, (purified_isProjector _).2, h, ?_⟩
  intro U ε hU hE
  unfold dudarev at hE
  rw [le_div_iff₀ hU]
  nlinarith [mul_le_mul_of_nonneg_right h hU.le]
```

Q: Give me numbers.

A: Take \(n=\begin{pmatrix}0.5&0.4\\0.4&0.5\end{pmatrix}\), with occupations \(0.9\) and \(0.1\) on \((1,1)/\sqrt2\) and \((1,-1)/\sqrt2\). Rounding keeps the first orbital, so every entry of \(P\) is \(0.5\), and \(n-P\) has \(-0.1\) off the diagonal and \(0\) on it. Then \(\operatorname{Tr}(n-P)^2=0.02\) and \(\operatorname{Tr}(n-n^2)=0.09+0.09=0.18\). With \(U=4\) the energy is \(0.36\), and taking \(\varepsilon=0.36\) gives \(2\varepsilon/U=0.18\). The diagonal elements of \(n\) are half-integer, yet \(n\) is near a projector: integer occupation refers to natural orbitals.

Q: A factor of nine is loose. Can the constant be lowered? And does the electron count come out near an integer?

A: Not uniformly. For \(n=\tfrac12\mathbb 1\), which satisfies both hypotheses, every projector has \((\tfrac12\mathbb 1-Q)^2=\tfrac14\mathbb 1-Q+Q^2=\tfrac14\mathbb 1=n-n^2\), the identity `e2` below, so the bound is an equality. Both sides are a quarter of the number of orbitals, which rules out a smaller constant as soon as there is one orbital. The looseness near integer filling is visible with \(d_i=|\lambda_i-r_i|\le\tfrac12\): the left side sums \(d_i^2\), the right side \(d_i(1-d_i)\). The same rounding answers the second question, by an argument that the Lean file does not contain: \(d_i\le 2d_i(1-d_i)\), so \(\operatorname{Tr}n\) lies within \(2\operatorname{Tr}(n-n^2)\le4\varepsilon/U\) of the integer \(\operatorname{Tr}P=\sum_i r_i\).

```lean
/-- The half-filled matrix `n` has `n` and `1 - n` positive semidefinite, and every projector
`Q` gives the equality `Tr((n - Q)²) = Tr(n - n²)`. -/
theorem halfFilled_witness :
    (halfFilled ι).PosSemidef ∧ (1 - halfFilled ι).PosSemidef ∧
    ∀ Q, IsProjector Q → distSq (halfFilled ι) Q = fractionality (halfFilled ι) := by
  have e : halfFilled ι = diagonal (fun _ => ((1 / 2 : ℝ) : ℂ)) := by
    ext i j
    by_cases h : i = j <;> simp [halfFilled, h]
  have p : (halfFilled ι).PosSemidef := by
    rw [e]
    exact posSemidef_diagonal_iff.2 fun _ => Complex.zero_le_real.2 (by norm_num)
  have e1 : 1 - halfFilled ι = halfFilled ι := by
    unfold halfFilled
    module
  refine ⟨p, by rw [e1]; exact p, fun Q hQ => ?_⟩
  have e2 : (halfFilled ι - Q) * (halfFilled ι - Q)
      = halfFilled ι - halfFilled ι * halfFilled ι := by
    simp only [halfFilled, sub_mul, mul_sub, smul_mul_assoc, mul_smul_comm, one_mul, mul_one,
      hQ.2]
    module
  unfold distSq fractionality
  rw [e2]

end

end DudarevPurification
```

```lean
#print axioms DudarevPurification.purified_nearest
-- 'DudarevPurification.purified_nearest' depends on axioms: [propext, Classical.choice, Quot.sound]
#print axioms DudarevPurification.exists_projector_near
-- 'DudarevPurification.exists_projector_near' depends on axioms: [propext, Classical.choice, Quot.sound]
```
